# With Antisymmetrized Integrals, the RPA Plasmon Formula with Prefactor One Half Gives Twice MP2 at Second Order

## The branch that starts from the uncoupled ground state

Second order is taken here as a limit along a family of RPA solutions, labelled by a real coupling strength α. The RPA equations can have solutions with different amplitudes at the same α, so the family must be specified: its amplitudes vanish as α → 0. Physically, the correlated ground state then goes over into the uncorrelated one.

Let p = (i,a) label an excitation from occupied spin orbital i to virtual spin orbital a, with gap ε_p = ev_a − eo_i > 0. Put D = diag(ε_p) and A = D + αW, and let * denote entrywise conjugation. The equations are

A X + αB Y = X Ω

αB* X + A* Y = −Y Ω

with X invertible and amplitudes T = Y X⁻¹. When Ω is diagonal, Tr Ω is, along the chosen branch at small α, the sum of the RPA excitation energies. The integrals B(ia,jb) include exchange: they change sign under i ↔ j and under a ↔ b. Applying both exchanges shows that B is symmetric.

## From the two rows to the first-order amplitudes

Multiplying the first row by X⁻¹ from the right gives A + αBT = XΩX⁻¹, whose trace is the plasmon identity

Tr Ω − Tr A = α Tr(BT).

The second row gives αB* + A*T = −YΩX⁻¹ = −T(XΩX⁻¹). Inserting the first result yields the Riccati equation

αB* + A*T + TA + αTBT = 0.

Now insert A = D + αW and divide by α:

D(T/α) + (T/α)D + F(T) = 0, F(T) = B* + W*T + TW + TBT.

In components, (T/α)_pq = −F(T)_pq/(ε_p + ε_q). Since T → 0, F(T) → B*, and therefore

T/α → T₁, (T₁)_pq = −B*_pq/(ε_p + ε_q).

## Four copies of the MP2 sum

Dividing the plasmon identity by α² and using the symmetry of B gives the limit

Tr(B T₁) = −∑_ijab |B(ia,jb)|²/(ev_a + ev_b − eo_i − eo_j).

For canonical Hartree–Fock orbitals, the MP2 energy E_MP2 is the same expression, minus sign included, with the sum restricted to i < j and a < b. The summand is unchanged by i ↔ j and by a ↔ b, and it vanishes for i = j or a = b. Each restriction therefore accounts for a factor of two:

Tr(B T₁) = 4 E_MP2.

The plasmon formula with prefactor c takes c (Tr Ω − Tr A) as the correlation energy. Its second-order coefficient is 4c E_MP2. If E_MP2 ≠ 0, this equals E_MP2 exactly when c = 1/4, while c = 1/2 gives 2 E_MP2. For correlation energies from this plasmon formula with antisymmetrized B, the prefactor one half thus double-counts the second-order term, in a finite orbital basis and along the branch described.

## How the Lean statement encodes this

`IsRPASolution` contains both rows and the invertibility of X. `IsRPABranch` requires them for all sufficiently small α ≠ 0, together with T → 0. The filter `𝓝[≠] 0` expresses that α approaches zero without reaching it. `IsAntisymmetrized` holds the two sign rules, and `mp2Energy` sums over distinct pairs, as for spin orbitals.

The theorem `prefactor` assumes antisymmetrized integrals, positive gaps, a branch and a nonzero MP2 energy. W is an arbitrary matrix, and the orbital energies do not change with α. The existence of a branch is a hypothesis, met explicitly in `prefactor_witness`. Orders beyond the second are not treated.

## The other root

The witness has two occupied and two virtual orbitals, unit gaps, W = 0 and B² = 1. With s = √(1 − α²), its branch is X = (1 + s)1, Y = −αB, Ω = s1, and E_MP2 = −1/2.

Replacing s by −s still solves both rows for small α ≠ 0, with X invertible. But now T = −αB/(1 − s) diverges, and Tr Ω − Tr A = −4(1 + s) tends to −8. Divided by α², it has no finite limit. Without the condition T → 0, the conclusion fails.

```lean
import Mathlib

open Matrix Filter Topology

namespace RPAExchangePrefactor

noncomputable section

variable {n o v : Type*} [Fintype n] [DecidableEq n]
  [Fintype o] [LinearOrder o] [Fintype v] [LinearOrder v]

/-- The RPA equations, excitation and de-excitation rows, with an invertible block `X`. -/
structure IsRPASolution (A B X Y Ω : Matrix n n ℂ) : Prop where
  unit : IsUnit X.det
  exc : A * X + B * Y = X * Ω
  deexc : B.map star * X + A.map star * Y = -(Y * Ω)

/-- The matrix `A` at coupling strength `α`: bare excitation energies plus `α` times `W`. -/
def coupledA (ε : n → ℝ) (W : Matrix n n ℂ) (α : ℝ) : Matrix n n ℂ :=
  diagonal (fun p => (ε p : ℂ)) + (α : ℂ) • W

/-- A family of RPA solutions at small nonzero coupling whose amplitudes `Y X⁻¹` vanish
as the coupling is switched off. -/
def IsRPABranch (ε : n → ℝ) (W B : Matrix n n ℂ) (X Y Ω : ℝ → Matrix n n ℂ) : Prop :=
  (∀ᶠ α in 𝓝[≠] (0 : ℝ),
    IsRPASolution (coupledA ε W α) ((α : ℂ) • B) (X α) (Y α) (Ω α)) ∧
  Tendsto (fun α => Y α * (X α)⁻¹) (𝓝[≠] 0) (𝓝 0)

/-- The amplitudes `-W/Δ`, for nonzero energy denominators `Δ = ε p + ε q`. -/
def amplitude (ε : n → ℝ) (W : Matrix n n ℂ) : Matrix n n ℂ :=
  Matrix.of fun p q => -W p q / ((ε p + ε q : ℝ) : ℂ)

/-- The bare excitation energy from an occupied to a virtual orbital. -/
def gap (eo : o → ℝ) (ev : v → ℝ) (p : o × v) : ℝ := ev p.2 - eo p.1

/-- Antisymmetry of `B (ia,jb)` in the occupied and in the virtual indices. -/
structure IsAntisymmetrized (B : Matrix (o × v) (o × v) ℂ) : Prop where
  occ : ∀ i j a b, B (i, a) (j, b) = -B (j, a) (i, b)
  virt : ∀ i j a b, B (i, a) (j, b) = -B (i, b) (j, a)

/-- The MP2 energy as a sum over distinct pairs, for antisymmetrized `B` and nonzero energy
denominators. -/
def mp2Energy (eo : o → ℝ) (ev : v → ℝ) (B : Matrix (o × v) (o × v) ℂ) : ℝ :=
  -∑ i, ∑ j with i < j, ∑ a, ∑ b with a < b,
    ‖B (i, a) (j, b)‖ ^ 2 / (ev a + ev b - eo i - eo j)

omit [DecidableEq n] [Fintype n] in
private theorem map_star_smul (α : ℝ) (B : Matrix n n ℂ) :
    ((α : ℂ) • B).map star = (α : ℂ) • B.map star := by
  ext p q
  simp

private theorem row_mul_inv {M N X Y Z : Matrix n n ℂ} (hX : IsUnit X.det)
    (h : M * X + N * Y = Z) : M + N * (Y * X⁻¹) = Z * X⁻¹ := by
  rw [← h, add_mul, mul_assoc M, mul_nonsing_inv X hX, mul_one, mul_assoc N]

/-- Plasmon identity: if `A X + B Y = X Ω` with `X` invertible, then `Tr Ω - Tr A = Tr (B T)`, with
`T = Y X⁻¹`. -/
theorem plasmon_trace {A B X Y Ω : Matrix n n ℂ} (hX : IsUnit X.det)
    (h : A * X + B * Y = X * Ω) :
    trace Ω - trace A = trace (B * (Y * X⁻¹)) := by
  have e := congrArg trace (row_mul_inv hX h)
  rw [trace_add, trace_mul_comm (X * Ω), ← mul_assoc X⁻¹ X Ω, nonsing_inv_mul X hX,
    one_mul] at e
  linear_combination -e

/-- The RPA amplitudes `T = Y X⁻¹` solve the Riccati equation. -/
theorem riccati {A B X Y Ω : Matrix n n ℂ} (h : IsRPASolution A B X Y Ω) :
    B.map star + A.map star * (Y * X⁻¹) + (Y * X⁻¹) * A
      + (Y * X⁻¹) * B * (Y * X⁻¹) = 0 := by
  have e1 := row_mul_inv h.unit h.exc
  have e2 := row_mul_inv h.unit h.deexc
  have e3 : (Y * X⁻¹) * (X * Ω * X⁻¹) = Y * Ω * X⁻¹ := by
    calc (Y * X⁻¹) * (X * Ω * X⁻¹) = Y * (X⁻¹ * X) * Ω * X⁻¹ := by simp only [mul_assoc]
      _ = Y * Ω * X⁻¹ := by rw [nonsing_inv_mul X h.unit, mul_one]
  rw [mul_assoc (Y * X⁻¹) B, add_assoc, ← mul_add, e1, e2, e3, neg_mul, neg_add_cancel]

/-- For positive gaps the linearised amplitude equation has `-W/Δ` as its only solution. -/
theorem linearised_iff {ε : n → ℝ} (hε : ∀ p, 0 < ε p) (W T : Matrix n n ℂ) :
    W + diagonal (fun p => (ε p : ℂ)) * T + T * diagonal (fun p => (ε p : ℂ)) = 0
      ↔ T = amplitude ε W := by
  have hne : ∀ p q, ((ε p + ε q : ℝ) : ℂ) ≠ 0 := fun p q =>
    Complex.ofReal_ne_zero.2 (add_pos (hε p) (hε q)).ne'
  have key : ∀ p q, (W + diagonal (fun p => (ε p : ℂ)) * T
      + T * diagonal (fun p => (ε p : ℂ))) p q
      = W p q + ((ε p + ε q : ℝ) : ℂ) * T p q := by
    intro p q
    simp only [Matrix.add_apply, diagonal_mul, mul_diagonal, Complex.ofReal_add]
    ring
  constructor
  · intro h
    ext p q
    have e := key p q
    rw [h, Matrix.zero_apply] at e
    simp only [amplitude, Matrix.of_apply]
    rw [eq_div_iff (hne p q)]
    linear_combination -e
  · intro h
    ext p q
    rw [key, h]
    simp only [amplitude, Matrix.of_apply, Matrix.zero_apply]
    linear_combination div_mul_cancel₀ (-W p q) (hne p q)

private theorem sum_pairs {ι : Type*} [Fintype ι] [LinearOrder ι] (f : ι → ι → ℝ)
    (hs : ∀ i j, f i j = f j i) (h0 : ∀ i, f i i = 0) :
    ∑ i, ∑ j, f i j = 2 * ∑ i, ∑ j with i < j, f i j := by
  have split : ∀ i j, f i j = (if i < j then f i j else 0) + (if j < i then f j i else 0) := by
    intro i j
    rcases lt_trichotomy i j with h | h | h
    · rw [if_pos h, if_neg h.asymm, add_zero]
    · subst h
      simp [h0]
    · rw [if_neg h.asymm, if_pos h, zero_add]
      exact hs i j
  have hc : ∑ i, ∑ j, (if j < i then f j i else 0)
      = ∑ i, ∑ j, (if i < j then f i j else 0) := Finset.sum_comm
  calc ∑ i, ∑ j, f i j
      = ∑ i, ∑ j, ((if i < j then f i j else 0) + (if j < i then f j i else 0)) :=
        Finset.sum_congr rfl fun i _ => Finset.sum_congr rfl fun j _ => split i j
    _ = 2 * ∑ i, ∑ j with i < j, f i j := by
        simp only [Finset.sum_add_distrib, Finset.sum_filter]
        rw [hc]
        ring

/-- With antisymmetrized integrals, the trace of `B` with the first-order amplitudes
is four times the MP2 energy. -/
theorem trace_firstOrder (eo : o → ℝ) (ev : v → ℝ) {B : Matrix (o × v) (o × v) ℂ}
    (hB : IsAntisymmetrized B) :
    trace (B * amplitude (gap eo ev) (B.map star)) = ((4 * mp2Energy eo ev B : ℝ) : ℂ) := by
  have hsym : ∀ p q, B q p = B p q := by
    rintro ⟨i, a⟩ ⟨j, b⟩
    rw [hB.occ j i b a, hB.virt i j a b]
  have entry : ∀ p q, B p q * amplitude (gap eo ev) (B.map star) q p
      = ((-(‖B p q‖ ^ 2 / (gap eo ev p + gap eo ev q)) : ℝ) : ℂ) := by
    intro p q
    have h : B p q * star (B p q) = ((‖B p q‖ ^ 2 : ℝ) : ℂ) := by
      rw [Complex.sq_norm]
      exact Complex.mul_conj _
    simp only [amplitude, Matrix.of_apply, Matrix.map_apply]
    rw [hsym p q, Complex.ofReal_neg, Complex.ofReal_div, ← h, add_comm (gap eo ev q)]
    ring
  have htr : trace (B * amplitude (gap eo ev) (B.map star))
      = ((∑ p, ∑ q, -(‖B p q‖ ^ 2 / (gap eo ev p + gap eo ev q)) : ℝ) : ℂ) := by
    simp only [Matrix.trace, Matrix.diag_apply, Matrix.mul_apply, entry, Complex.ofReal_sum]
  -- each antisymmetric index pair contributes a factor of two
  let f : o → o → v → v → ℝ := fun i j a b =>
    ‖B (i, a) (j, b)‖ ^ 2 / (ev a + ev b - eo i - eo j)
  have f1 : ∀ i j a b, f i j a b = f j i a b := by
    intro i j a b
    change ‖B (i, a) (j, b)‖ ^ 2 / _ = ‖B (j, a) (i, b)‖ ^ 2 / _
    rw [hB.occ i j a b, norm_neg]
    congr 1
    ring
  have f2 : ∀ i j a b, f i j a b = f i j b a := by
    intro i j a b
    change ‖B (i, a) (j, b)‖ ^ 2 / _ = ‖B (i, b) (j, a)‖ ^ 2 / _
    rw [hB.virt i j a b, norm_neg]
    congr 1
    ring
  have f3 : ∀ i a b, f i i a b = 0 := by
    intro i a b
    have h : B (i, a) (i, b) = 0 := by linear_combination hB.occ i i a b / 2
    simp [f, h]
  have f4 : ∀ i j a, f i j a a = 0 := by
    intro i j a
    have h : B (i, a) (j, a) = 0 := by linear_combination hB.virt i j a a / 2
    simp [f, h]
  have inner : ∀ i j, ∑ a, ∑ b, f i j a b = 2 * ∑ a, ∑ b with a < b, f i j a b :=
    fun i j => sum_pairs (f i j) (f2 i j) (f4 i j)
  have outer : ∑ i, ∑ j, ∑ a, ∑ b, f i j a b
      = 2 * ∑ i, ∑ j with i < j, ∑ a, ∑ b, f i j a b :=
    sum_pairs (fun i j => ∑ a, ∑ b, f i j a b)
      (fun i j => Finset.sum_congr rfl fun a _ => Finset.sum_congr rfl fun b _ => f1 i j a b)
      (fun i => Finset.sum_eq_zero fun a _ => Finset.sum_eq_zero fun b _ => f3 i a b)
  have reorder : ∑ p, ∑ q, -(‖B p q‖ ^ 2 / (gap eo ev p + gap eo ev q))
      = -∑ i, ∑ j, ∑ a, ∑ b, f i j a b := by
    simp only [Finset.sum_neg_distrib, Fintype.sum_prod_type]
    refine congrArg Neg.neg (Finset.sum_congr rfl fun i _ => ?_)
    refine Finset.sum_comm.trans ?_
    refine Finset.sum_congr rfl fun j _ => Finset.sum_congr rfl fun a _ =>
      Finset.sum_congr rfl fun b _ => ?_
    simp only [gap, f]
    congr 1
    ring
  have total : ∑ i, ∑ j with i < j, ∑ a, ∑ b, f i j a b = -(2 * mp2Energy eo ev B) := by
    simp only [inner, ← Finset.mul_sum, mp2Energy, f]
    ring
  rw [htr, reorder, outer, total]
  congr 1
  ring

/-- Along an RPA branch with positive gaps, the amplitudes divided by the coupling tend
to the first-order amplitudes. -/
theorem tendsto_amplitude {ε : n → ℝ} (hε : ∀ p, 0 < ε p) {W B : Matrix n n ℂ}
    {X Y Ω : ℝ → Matrix n n ℂ} (h : IsRPABranch ε W B X Y Ω) :
    Tendsto (fun α : ℝ => (α : ℂ)⁻¹ • (Y α * (X α)⁻¹)) (𝓝[≠] 0)
      (𝓝 (amplitude ε (B.map star))) := by
  let F : Matrix n n ℂ → Matrix n n ℂ := fun T =>
    B.map star + W.map star * T + T * W + T * B * T
  have hF : Continuous F := by
    dsimp only [F]
    fun_prop
  have hG : Continuous fun T => amplitude ε (F T) :=
    continuous_matrix fun p q => ((hF.matrix_elem p q).neg).div_const _
  have h0 : F 0 = B.map star := by simp [F]
  have hlim := (hG.tendsto 0).comp h.2
  rw [h0] at hlim
  refine hlim.congr' ?_
  filter_upwards [h.1, self_mem_nhdsWithin] with α hα hne
  have hα0 : (α : ℂ) ≠ 0 := Complex.ofReal_ne_zero.2 hne
  have hA : (coupledA ε W α).map star = coupledA ε (W.map star) α := by
    ext p q
    by_cases hpq : p = q <;> simp [coupledA, hpq]
  have hr := riccati hα
  rw [map_star_smul, hA] at hr
  change amplitude ε (F (Y α * (X α)⁻¹)) = (α : ℂ)⁻¹ • (Y α * (X α)⁻¹)
  generalize Y α * (X α)⁻¹ = T at hr ⊢
  -- the Riccati equation divided by the coupling
  refine ((linearised_iff hε (F T) ((α : ℂ)⁻¹ • T)).1 ?_).symm
  have e := congrArg (fun M => (α : ℂ)⁻¹ • M) hr
  simp only [coupledA, add_mul, mul_add, smul_mul_assoc, mul_smul_comm, smul_add,
    smul_zero, inv_smul_smul₀ hα0] at e
  simp only [F, smul_mul_assoc, mul_smul_comm]
  rw [← e]
  abel

/-- Along an RPA branch with antisymmetrized integrals and positive gaps, `Tr Ω - Tr A` divided by
the squared coupling tends to four times the MP2 energy. -/
theorem plasmon_secondOrder {eo : o → ℝ} {ev : v → ℝ} (hgap : ∀ p, 0 < gap eo ev p)
    {W B : Matrix (o × v) (o × v) ℂ} (hB : IsAntisymmetrized B)
    {X Y Ω : ℝ → Matrix (o × v) (o × v) ℂ} (h : IsRPABranch (gap eo ev) W B X Y Ω) :
    Tendsto (fun α : ℝ => (trace (Ω α) - trace (coupledA (gap eo ev) W α)) / (α : ℂ) ^ 2)
      (𝓝[≠] 0) (𝓝 ((4 * mp2Energy eo ev B : ℝ) : ℂ)) := by
  have hc : Continuous fun M : Matrix (o × v) (o × v) ℂ => trace (B * M) :=
    (continuous_const.mul continuous_id).matrix_trace
  have hlim := (hc.tendsto _).comp (tendsto_amplitude hgap h)
  rw [trace_firstOrder eo ev hB] at hlim
  refine hlim.congr' ?_
  filter_upwards [h.1, self_mem_nhdsWithin] with α hα hne
  have hα0 : (α : ℂ) ≠ 0 := Complex.ofReal_ne_zero.2 hne
  rw [plasmon_trace hα.unit hα.exc]
  simp only [Function.comp_apply, smul_mul_assoc, mul_smul_comm, trace_smul, smul_eq_mul]
  field_simp

/-- Along an RPA branch with antisymmetrized integrals, positive gaps and nonzero MP2 energy, a
prefactor `c` in the plasmon formula `c (Tr Ω - Tr A)` reproduces MP2 at second order exactly when
`c = 1/4`; the prefactor `1/2` gives twice MP2. -/
theorem prefactor {eo : o → ℝ} {ev : v → ℝ} (hgap : ∀ p, 0 < gap eo ev p)
    {W B : Matrix (o × v) (o × v) ℂ} (hB : IsAntisymmetrized B)
    {X Y Ω : ℝ → Matrix (o × v) (o × v) ℂ} (h : IsRPABranch (gap eo ev) W B X Y Ω)
    (hE : mp2Energy eo ev B ≠ 0) :
    let S := fun α : ℝ =>
      (trace (Ω α) - trace (coupledA (gap eo ev) W α)) / (α : ℂ) ^ 2
    (∀ c : ℂ, Tendsto (fun α => c * S α) (𝓝[≠] 0) (𝓝 (mp2Energy eo ev B : ℂ)) ↔ c = 1 / 4) ∧
    Tendsto (fun α => 1 / 2 * S α) (𝓝[≠] 0) (𝓝 (2 * (mp2Energy eo ev B : ℂ))) := by
  intro S
  have hE' : (mp2Energy eo ev B : ℂ) ≠ 0 := Complex.ofReal_ne_zero.2 hE
  have hS : ∀ c : ℂ, Tendsto (fun α => c * S α) (𝓝[≠] 0)
      (𝓝 (c * ((4 * mp2Energy eo ev B : ℝ) : ℂ))) :=
    fun c => (plasmon_secondOrder hgap hB h).const_mul c
  refine ⟨fun c => ⟨fun hc => ?_, fun hc => ?_⟩, ?_⟩
  · have e := tendsto_nhds_unique (hS c) hc
    push_cast at e
    apply mul_right_cancel₀ hE'
    linear_combination e / 4
  · subst hc
    convert hS (1 / 4) using 2
    push_cast
    ring
  · convert hS (1 / 2) using 2
    push_cast
    ring

/-- Antisymmetrized integrals of a model with two occupied and two virtual orbitals. -/
def modelB : Matrix (Fin 2 × Fin 2) (Fin 2 × Fin 2) ℂ :=
  Matrix.of fun p q => !![0, 1; -1, 0] p.1 q.1 * !![0, 1; -1, 0] p.2 q.2

/-- The model with unit gaps has an explicit RPA branch and MP2 energy `-1/2`. -/
theorem prefactor_witness :
    IsAntisymmetrized modelB ∧
    IsRPABranch (gap (fun _ : Fin 2 => 0) (fun _ : Fin 2 => 1)) 0 modelB
      (fun α => (1 + ((√(1 - α ^ 2) : ℝ) : ℂ)) • 1) (fun α => (-(α : ℂ)) • modelB)
      (fun α => ((√(1 - α ^ 2) : ℝ) : ℂ) • 1) ∧
    mp2Energy (fun _ => 0) (fun _ => 1) modelB = -1 / 2 := by
  have hJ : modelB * modelB = 1 := by
    ext ⟨i, a⟩ ⟨j, b⟩
    fin_cases i <;> fin_cases a <;> fin_cases j <;> fin_cases b <;>
      simp [modelB, Matrix.mul_apply, Fintype.sum_prod_type, Fin.sum_univ_two]
  have hJs : modelB.map star = modelB := by
    ext ⟨i, a⟩ ⟨j, b⟩
    fin_cases i <;> fin_cases a <;> fin_cases j <;> fin_cases b <;> simp [modelB]
  have h1 : (1 : Matrix (Fin 2 × Fin 2) (Fin 2 × Fin 2) ℂ).map star = 1 := by
    ext p q
    by_cases h : p = q <;> simp [Matrix.one_apply, h]
  have hA : ∀ α, coupledA (gap (fun _ : Fin 2 => 0) (fun _ : Fin 2 => 1)) 0 α = 1 := by
    intro α
    simp [coupledA, gap]
  have hc : ∀ α : ℝ, (1 + ((√(1 - α ^ 2) : ℝ) : ℂ)) ≠ 0 := by
    intro α
    have h : 1 + √(1 - α ^ 2) ≠ 0 := by positivity
    exact_mod_cast h
  refine ⟨⟨?_, ?_⟩, ⟨?_, ?_⟩, ?_⟩
  · intro i j a b
    fin_cases i <;> fin_cases j <;> simp [modelB]
  · intro i j a b
    fin_cases a <;> fin_cases b <;> simp [modelB]
  · have hsmall : ∀ᶠ α : ℝ in 𝓝[≠] 0, α ^ 2 < 1 :=
      nhdsWithin_le_nhds ((by fun_prop : ContinuousAt (fun α : ℝ => α ^ 2) 0).eventually_lt
        continuousAt_const (by norm_num))
    filter_upwards [hsmall] with α hα
    have hs : ((√(1 - α ^ 2) : ℝ) : ℂ) ^ 2 = 1 - (α : ℂ) ^ 2 := by
      exact_mod_cast Real.sq_sqrt (by linarith : 0 ≤ 1 - α ^ 2)
    rw [hA]
    refine ⟨?_, ?_, ?_⟩
    · rw [det_smul, det_one, mul_one]
      exact (isUnit_iff_ne_zero.2 (hc α)).pow _
    · simp only [smul_mul_assoc, mul_smul_comm, hJ, mul_one]
      match_scalars
      linear_combination -hs
    · rw [map_star_smul, hJs, h1]
      simp only [one_mul, mul_smul_comm, mul_one]
      module
  · have hT : ∀ α : ℝ, ((-(α : ℂ)) • modelB) *
        ((1 + ((√(1 - α ^ 2) : ℝ) : ℂ)) • (1 : Matrix (Fin 2 × Fin 2) (Fin 2 × Fin 2) ℂ))⁻¹
        = (-(α : ℂ) * (1 + ((√(1 - α ^ 2) : ℝ) : ℂ))⁻¹) • modelB := by
      intro α
      have hi : ((1 + ((√(1 - α ^ 2) : ℝ) : ℂ)) •
          (1 : Matrix (Fin 2 × Fin 2) (Fin 2 × Fin 2) ℂ))⁻¹
          = (1 + ((√(1 - α ^ 2) : ℝ) : ℂ))⁻¹ • 1 := by
        apply inv_eq_right_inv
        rw [smul_mul_assoc, one_mul, smul_smul, mul_inv_cancel₀ (hc α), one_smul]
      rw [hi, mul_smul_comm, mul_one, smul_smul, mul_comm]
    have hcont : Continuous fun α : ℝ =>
        (-(α : ℂ) * (1 + ((√(1 - α ^ 2) : ℝ) : ℂ))⁻¹) • modelB :=
      ((by fun_prop : Continuous fun α : ℝ => -(α : ℂ)).mul
        (Continuous.inv₀ (by fun_prop) hc)).smul continuous_const
    have h0 := hcont.tendsto 0
    simp only [Complex.ofReal_zero, neg_zero, zero_mul, zero_smul] at h0
    exact (h0.mono_left nhdsWithin_le_nhds).congr fun α => (hT α).symm
  · simp [mp2Energy, modelB, Finset.sum_filter, Fin.sum_univ_two]
    norm_num

end

end RPAExchangePrefactor
```

```lean
#print axioms RPAExchangePrefactor.prefactor
```

```
'RPAExchangePrefactor.prefactor' depends on axioms: [propext, Classical.choice, Quot.sound]
```

## How the proof takes the limit

`row_mul_inv` multiplies a row by X⁻¹. `plasmon_trace` adds the cyclicity of the trace, and `riccati` combines the two rows. `linearised_iff` solves the linear equation entry by entry; positive gaps ensure that the denominators are nonzero. In `linearised_iff` and `amplitude`, the letter W stands for the source term of that equation, not for the coupling part of A.

In `tendsto_amplitude`, the map T ↦ `amplitude ε (F T)` is continuous, so its limit follows from T → 0. The divided Riccati equation and `linearised_iff` identify it with T/α for small nonzero α, and `congr'` transfers the limit.

`sum_pairs` proves the factor of two for one symmetric pair of indices; `trace_firstOrder` uses it for the virtual and then the occupied indices. `plasmon_secondOrder` passes the amplitude limit through the continuous trace. In `prefactor`, `tendsto_nhds_unique` equates 4c E_MP2 with E_MP2, and cancelling the nonzero energy fixes c. `prefactor_witness` verifies the model by checking matrix entries and using s² = 1 − α².
